# For Im z > 0, a complete set of decaying modes of a Hermitian lead yields a solution of its surface Green function equation

Q: An electrode that ends at a surface is modelled as a half-infinite row of identical cells. At a complex energy $z$ with $\operatorname{Im} z>0$, I build its surface Green function from the Bloch modes that decay into the bulk. But a mode might neither decay nor grow, the matrix I invert might be singular, and the coupling between cells often has no inverse. Which model do you use to settle this?

A: A non-interacting one, with finitely many orthonormal orbitals per cell, labelled by the type `n`. Let $\psi_k$ be the amplitudes in cell $k=0,1,2,\dots$, counted from the surface inwards. With a Hermitian cell block $H$ and a coupling $V$ between neighbouring cells only,
$$z\psi_k=H\psi_k+V\psi_{k+1}+V^\dagger\psi_{k-1},\qquad \psi_{-1}=0.$$

```lean
import Mathlib

open Matrix Filter Topology

namespace LeadModesSurfaceGreen

noncomputable section

variable {n : Type*} [Fintype n] [DecidableEq n]
```

Away from the surface, a mode $\psi_k=l^k u$ with Bloch factor $l\neq0$ satisfies $(z-H-lV-l^{-1}V^\dagger)u=0$. The definition multiplies this by $l$:

```lean
/-- The mode equation of a periodic lead with cell block `H` and coupling `V`, multiplied by the
Bloch factor `l` so that `l = 0` is allowed. -/
def ModeEq (H V : Matrix n n ℂ) (z l : ℂ) (u : n → ℂ) : Prop :=
  l • (z • u - H *ᵥ u) = l ^ 2 • (V *ᵥ u) + Vᴴ *ᵥ u
```

Q: Why change the equation I know?

A: To admit $l=0$. The equation then reads $V^\dagger u=0$, which has nonzero solutions exactly when $V$ is singular. The sequence $\psi_k=l^ku$ is then $u$ in cell $0$ and zero in every deeper cell, and it satisfies the lead equation for $k\ge1$.

Q: And what are the density and the current?

A: The density is $\rho(b)=\sum_i|b_i|^2$, with no normalisation imposed on $b$.

```lean
/-- The total density of an amplitude vector in one cell. -/
def density (b : n → ℂ) : ℝ := ∑ i, Complex.normSq (b i)
```

The bond current is $J(a,b)=\operatorname{Im}(a^\dagger Vb)$, where $a$ is the cell nearer the surface. The physical prefactor is left out, and a positive value means flow towards the surface.

```lean
/-- The bond current between neighbouring cells with amplitudes `a` and `b`, up to a constant
factor. -/
def current (V : Matrix n n ℂ) (a b : n → ℂ) : ℝ := (star a ⬝ᵥ V *ᵥ b).im
```

A set of modes $u_j$, with factors $l_j$, is called complete when the $u_j$ are the columns of an invertible matrix $U$. Then $F=U\,\mathrm{diag}(l)\,U^{-1}$ carries amplitudes one cell deeper.

```lean
/-- For invertible `U`, the matrix with eigenvectors the columns of `U` and eigenvalues the Bloch
factors `l`; it carries amplitudes from one cell to the next. -/
def transfer (U : Matrix n n ℂ) (l : n → ℂ) : Matrix n n ℂ := U * diagonal l * U⁻¹
```

The candidate surface Green function is $g=(z-H-VF)^{-1}$. Lean assigns a value even to the inverse of a singular matrix, so invertibility needs its own proof.

```lean
/-- The surface Green function built from a transfer matrix `F`. -/
def surfaceGreen (H V F : Matrix n n ℂ) (z : ℂ) : Matrix n n ℂ :=
  (z • (1 : Matrix n n ℂ) - H - V * F)⁻¹
```

Q: Have you changed the physics by multiplying by $l$?

A: Not for $l\ne0$, where the two forms are equivalent. The proof shows that one is $l$ times the other and cancels the factor.

```lean
/-- For a nonzero Bloch factor the mode equation is the usual Bloch equation of the lead. -/
theorem modeEq_iff_bloch {H V : Matrix n n ℂ} {z l : ℂ} {u : n → ℂ} (hl : l ≠ 0) :
    ModeEq H V z l u ↔ (z • (1 : Matrix n n ℂ) - H - l • V - l⁻¹ • Vᴴ) *ᵥ u = 0 := by
  have key : l • ((z • (1 : Matrix n n ℂ) - H - l • V - l⁻¹ • Vᴴ) *ᵥ u)
      = l • (z • u - H *ᵥ u) - (l ^ 2 • (V *ᵥ u) + Vᴴ *ᵥ u) := by
    simp only [Matrix.sub_mulVec, Matrix.smul_mulVec, Matrix.one_mulVec, smul_sub, smul_smul,
      mul_inv_cancel₀ hl, one_smul]
    module
  unfold ModeEq
  rw [← sub_eq_zero, ← key, smul_eq_zero]
  exact or_iff_right hl
```

Q: What excludes a mode with $|l|=1$?

A: A balance of currents. Take three neighbouring cells $a,b,c$ with $zb=Hb+Vc+V^\dagger a$, and multiply by $b^\dagger$ from the left:
$$z\,\rho(b)=b^\dagger Hb+b^\dagger Vc+\overline{a^\dagger Vb}.$$
Since $H$ is Hermitian, $b^\dagger Hb$ is real. The imaginary part is
$$\operatorname{Im}z\;\rho(b)=J(b,c)-J(a,b).$$
Here $\operatorname{Im}z$ acts as a uniform absorption, which the net inflow must supply. In the Lean proof, `hreal` handles the term with $H$ and `adj` supplies the complex conjugate.

```lean
omit [DecidableEq n] in
/-- Balance law, for a Hermitian cell block `H`, in a cell `b` with neighbours `a` and `c`: the
imaginary part of the energy times the density equals the difference of the two bond currents. -/
theorem current_balance {H V : Matrix n n ℂ} (hH : H.IsHermitian) {z : ℂ} {a b c : n → ℂ}
    (h : z • b = H *ᵥ b + V *ᵥ c + Vᴴ *ᵥ a) :
    z.im * density b = current V b c - current V a b := by
  have adj : ∀ (M : Matrix n n ℂ) (x y : n → ℂ),
      star x ⬝ᵥ Mᴴ *ᵥ y = star (star y ⬝ᵥ M *ᵥ x) := by
    intro M x y
    rw [Matrix.star_dotProduct, Matrix.star_mulVec, Matrix.conjTranspose_conjTranspose,
      ← Matrix.dotProduct_mulVec]
  -- the Hermitian cell block has a real expectation value
  have hreal : (star b ⬝ᵥ H *ᵥ b).im = 0 := by
    have e := adj H b b
    rw [hH.eq] at e
    have e' := congrArg Complex.im e
    simp only [Complex.star_def, Complex.conj_im] at e'
    linarith
  have hn : star b ⬝ᵥ b = ((density b : ℝ) : ℂ) := by
    simp only [density, dotProduct, Pi.star_apply, Complex.ofReal_sum,
      Complex.normSq_eq_conj_mul_self, Complex.star_def]
  have e := congrArg (fun v => (star b ⬝ᵥ v).im) h
  simp only [dotProduct_smul, dotProduct_add, smul_eq_mul, hn, adj V b a, Complex.add_im,
    Complex.mul_im, Complex.ofReal_re, Complex.ofReal_im, Complex.star_def, Complex.conj_im,
    hreal] at e
  unfold current
  linarith
```

Zero density means zero amplitude, because a sum of non-negative terms vanishes only term by term.

```lean
omit [DecidableEq n] in
/-- A cell with zero density has zero amplitude. -/
theorem eq_zero_of_density {b : n → ℂ} (h : density b = 0) : b = 0 := by
  funext i
  exact Complex.normSq_eq_zero.mp ((Finset.sum_eq_zero_iff_of_nonneg
    (fun i _ => Complex.normSq_nonneg (b i))).mp h i (Finset.mem_univ i))
```

Now put $a=u$, $b=lu$, $c=l^2u$. Then $a^\dagger Vb=l\,u^\dagger Vu$ and $b^\dagger Vc=\bar l\,l^2\,u^\dagger Vu$. For $|l|=1$ these are equal (`hq`), so $\operatorname{Im}z\,\rho(lu)=0$ and $u=0$. The theorem states this for the ordinary Bloch equation.

```lean
/-- At an energy in the upper half plane a lead with Hermitian cell block has no mode whose Bloch
factor has modulus one. -/
theorem no_mode_on_unit_circle {H V : Matrix n n ℂ} (hH : H.IsHermitian) {z l : ℂ}
    (hz : 0 < z.im) (hl : ‖l‖ = 1) {u : n → ℂ} (hu : u ≠ 0) :
    (z • (1 : Matrix n n ℂ) - H - l • V - l⁻¹ • Vᴴ) *ᵥ u ≠ 0 := by
  intro hB
  have hl0 : l ≠ 0 := by
    rintro rfl
    simp at hl
  have hm := (modeEq_iff_bloch hl0).2 hB
  unfold ModeEq at hm
  have hb : z • (l • u) = H *ᵥ (l • u) + V *ᵥ (l ^ 2 • u) + Vᴴ *ᵥ u := by
    rw [Matrix.mulVec_smul, Matrix.mulVec_smul]
    linear_combination (norm := module) hm
  have e := current_balance hH hb
  have hll : star l * l = 1 := by
    rw [Complex.star_def, Complex.conj_mul', hl]
    simp
  -- the same current enters and leaves the cell
  have hq : star (l • u) ⬝ᵥ V *ᵥ (l ^ 2 • u) = star u ⬝ᵥ V *ᵥ (l • u) := by
    simp only [Matrix.mulVec_smul, star_smul, smul_dotProduct, dotProduct_smul, smul_eq_mul]
    linear_combination (l * (star u ⬝ᵥ V *ᵥ u)) * hll
  unfold current at e
  rw [hq, sub_self] at e
  have h0 := eq_zero_of_density ((mul_eq_zero.mp e).resolve_left hz.ne')
  exact hu ((smul_eq_zero.mp h0).resolve_left hl0)
```

Q: How do you get from modes to a Green function without inverting $V$?

A: Collect the mode equations as columns, with $L=\mathrm{diag}(l)$:
$$(z-H)UL=VUL^2+V^\dagger U.$$
Multiplying by $U^{-1}$ from the right gives $(z-H)F=VF^2+V^\dagger$, that is, $(z-H-VF)F=V^\dagger$. In the proof, `key` is the column equation, and the `calc` block does the multiplication.

```lean
/-- A complete set of modes gives a transfer matrix that solves the quadratic matrix equation of
the lead. -/
theorem transfer_equation {H V U : Matrix n n ℂ} {z : ℂ} {l : n → ℂ} (hU : IsUnit U.det)
    (hm : ∀ j, ModeEq H V z (l j) (fun i => U i j)) :
    (z • (1 : Matrix n n ℂ) - H - V * transfer U l) * transfer U l = Vᴴ := by
  -- the mode equations, collected column by column
  have key : (z • (1 : Matrix n n ℂ) - H) * U * diagonal l
      = V * U * diagonal l * diagonal l + Vᴴ * U := by
    ext i j
    have h0 := hm j
    unfold ModeEq at h0
    have h := congrFun h0 i
    have e : ∀ M : Matrix n n ℂ, (M * U) i j = (M *ᵥ fun k => U k j) i := by
      intro M
      simp only [Matrix.mul_apply, Matrix.mulVec, dotProduct]
    simp only [Pi.smul_apply, Pi.sub_apply, Pi.add_apply, smul_eq_mul] at h
    simp only [Matrix.add_apply, Matrix.mul_diagonal, Matrix.sub_mul, Matrix.smul_mul,
      Matrix.one_mul, Matrix.sub_apply, Matrix.smul_apply, smul_eq_mul]
    rw [e H, e V, e Vᴴ]
    linear_combination h
  have h1 : U⁻¹ * U = 1 := Matrix.nonsing_inv_mul U hU
  have h2 : U * U⁻¹ = 1 := Matrix.mul_nonsing_inv U hU
  unfold transfer
  generalize z • (1 : Matrix n n ℂ) - H = A at key ⊢
  calc (A - V * (U * diagonal l * U⁻¹)) * (U * diagonal l * U⁻¹)
      = A * U * diagonal l * U⁻¹ - V * U * diagonal l * (U⁻¹ * U) * diagonal l * U⁻¹ := by
        noncomm_ring
    _ = Vᴴ * (U * U⁻¹) := by
        rw [h1, mul_one, key]
        noncomm_ring
    _ = Vᴴ := by rw [h2, mul_one]
```

If $g$ inverts $z-H-VF$, multiplying by $g$ from the left gives $F=gV^\dagger$. Substituting this for $F$ shows that $g$ inverts $z-H-VgV^\dagger$. This relation, $g=(z-H-VgV^\dagger)^{-1}$, is the surface Green function equation.

```lean
/-- For any complete set of modes, an inverse `g` of `z - H - V F` yields `F = g Vᴴ` and inverts
`z - H - V g Vᴴ`. -/
theorem green_of_modes {H V U g : Matrix n n ℂ} {z : ℂ} {l : n → ℂ} (hU : IsUnit U.det)
    (hm : ∀ j, ModeEq H V z (l j) (fun i => U i j))
    (hg : (z • (1 : Matrix n n ℂ) - H - V * transfer U l) * g = 1) :
    transfer U l = g * Vᴴ ∧ (z • (1 : Matrix n n ℂ) - H - V * g * Vᴴ) * g = 1 := by
  have hF := transfer_equation hU hm
  have hg' := mul_eq_one_comm.mp hg
  have h1 : transfer U l = g * Vᴴ := by
    rw [← hF, ← mul_assoc, hg', one_mul]
  refine ⟨h1, ?_⟩
  rw [Matrix.mul_assoc V g, ← h1]
  exact hg
```

Q: I see no decay condition there.

A: There is none. This algebra accepts any complete set of modes, growing ones included, as long as $g$ exists. Satisfying the surface equation therefore does not by itself identify the physical solution.

Q: Then where does decay enter?

A: In these proofs, it guarantees the existence of $g$. Suppose $(z-H-VF)w=0$ and set $w_k=F^kw$. This sequence solves the half-infinite lead with nothing outside the surface. Balance in cell $0$ gives $J(w_0,w_1)=\operatorname{Im}z\,\rho(w)$. Each deeper cell adds a non-negative amount, so
$$J(w_k,w_{k+1})\ge\operatorname{Im}z\,\rho(w)\quad\text{for all }k.$$
If $w_k\to0$, the left side tends to zero, hence $w=0$. In Lean, `claim` is the induction on $k$, `hc` is the continuity of the current, and `ge_of_tendsto'` passes to the limit.

```lean
/-- For Hermitian `H`, if a solution `F` of the quadratic lead equation makes all amplitudes decay
into the lead, then `z - H - V F` is invertible in the upper half plane. -/
theorem isUnit_of_decay {H V F : Matrix n n ℂ} (hH : H.IsHermitian) {z : ℂ} (hz : 0 < z.im)
    (hF : (z • (1 : Matrix n n ℂ) - H - V * F) * F = Vᴴ)
    (hd : ∀ w : n → ℂ, Tendsto (fun k : ℕ => F ^ k *ᵥ w) atTop (𝓝 0)) :
    IsUnit (z • (1 : Matrix n n ℂ) - H - V * F).det := by
  rw [isUnit_iff_ne_zero]
  intro hdet
  obtain ⟨w, hw, h0⟩ := Matrix.exists_mulVec_eq_zero_iff.mpr hdet
  have hpos : ∀ b : n → ℂ, 0 ≤ density b :=
    fun b => Finset.sum_nonneg fun i _ => Complex.normSq_nonneg (b i)
  -- the current at every depth feeds at least the absorption in the surface cell
  have claim : ∀ k : ℕ,
      z.im * density w ≤ current V (F ^ k *ᵥ w) (F *ᵥ (F ^ k *ᵥ w)) := by
    intro k
    induction k with
    | zero =>
      have hb : z • w = H *ᵥ w + V *ᵥ (F *ᵥ w) + Vᴴ *ᵥ (0 : n → ℂ) := by
        simp only [Matrix.sub_mulVec, Matrix.smul_mulVec, Matrix.one_mulVec,
          ← Matrix.mulVec_mulVec] at h0
        rw [Matrix.mulVec_zero]
        linear_combination (norm := module) h0
      have e := current_balance hH hb
      have e0 : current V 0 w = 0 := by simp [current]
      rw [pow_zero, Matrix.one_mulVec]
      linarith
    | succ k ih =>
      rw [pow_succ', ← Matrix.mulVec_mulVec]
      generalize F ^ k *ᵥ w = x at ih ⊢
      have hx := congrArg (fun M => M *ᵥ x) hF
      simp only [← Matrix.mulVec_mulVec, Matrix.sub_mulVec, Matrix.smul_mulVec,
        Matrix.one_mulVec] at hx
      have hb : z • (F *ᵥ x) = H *ᵥ (F *ᵥ x) + V *ᵥ (F *ᵥ (F *ᵥ x)) + Vᴴ *ᵥ x := by
        linear_combination (norm := module) hx
      have e := current_balance hH hb
      have := mul_nonneg hz.le (hpos (F *ᵥ x))
      linarith
  -- but the current vanishes deep in the lead
  have hc : Continuous fun x : n → ℂ => current V x (F *ᵥ x) := by
    unfold current
    refine Complex.continuous_im.comp ?_
    simp only [dotProduct, Matrix.mulVec, Pi.star_apply]
    fun_prop
  have hlim := (hc.tendsto' 0 0 (by simp [current])).comp (hd w)
  have hle : z.im * density w ≤ 0 := ge_of_tendsto' hlim claim
  have hle' : density w ≤ 0 :=
    not_lt.mp fun h => absurd (mul_pos hz h) (not_lt_of_ge hle)
  exact hw (eq_zero_of_density (le_antisymm hle' (hpos w)))
```

For modes with $|l_j|<1$, expand $w$ in the columns of $U$: applying $F^k$ multiplies the $j$-th coefficient by $l_j^k$, so $F^kw\to0$. The main theorem combines this with the algebra: for Hermitian $H$, $\operatorname{Im}z>0$ and a complete set of decaying modes, $z-H-VF$ is invertible, $F=gV^\dagger$, and $g$ inverts $z-H-VgV^\dagger$.

```lean
/-- A complete set of decaying modes of a Hermitian lead, at an energy in the upper half plane,
yields a solution `g` of the surface Green function equation: the inverse defining it exists, `F = g
Vᴴ`, and `g` inverts `z - H - V g Vᴴ`. -/
theorem surfaceGreen_of_decaying_modes {H V U : Matrix n n ℂ} (hH : H.IsHermitian) {z : ℂ}
    (hz : 0 < z.im) {l : n → ℂ} (hU : IsUnit U.det)
    (hm : ∀ j, ModeEq H V z (l j) (fun i => U i j)) (hl : ∀ j, ‖l j‖ < 1) :
    IsUnit (z • (1 : Matrix n n ℂ) - H - V * transfer U l).det ∧
    transfer U l = surfaceGreen H V (transfer U l) z * Vᴴ ∧
    (z • (1 : Matrix n n ℂ) - H - V * surfaceGreen H V (transfer U l) z * Vᴴ)
      * surfaceGreen H V (transfer U l) z = 1 := by
  have hd : ∀ w : n → ℂ, Tendsto (fun k : ℕ => transfer U l ^ k *ᵥ w) atTop (𝓝 0) := by
    intro w
    -- expand the amplitude in modes; each coefficient is multiplied by its Bloch factor
    have hk : ∀ k : ℕ, transfer U l ^ k *ᵥ w
        = U *ᵥ (fun j => l j ^ k * (U⁻¹ *ᵥ w) j) := by
      intro k
      induction k with
      | zero =>
        simp only [pow_zero, one_mul, Matrix.one_mulVec]
        change w = U *ᵥ (U⁻¹ *ᵥ w)
        rw [Matrix.mulVec_mulVec, Matrix.mul_nonsing_inv U hU, Matrix.one_mulVec]
      | succ k ih =>
        rw [pow_succ', ← Matrix.mulVec_mulVec, ih, transfer, Matrix.mulVec_mulVec,
          Matrix.mul_assoc (U * diagonal l), Matrix.nonsing_inv_mul U hU, Matrix.mul_one,
          ← Matrix.mulVec_mulVec]
        congr 1
        funext j
        rw [Matrix.mulVec_diagonal]
        ring
    have hy : Tendsto (fun k : ℕ => fun j => l j ^ k * (U⁻¹ *ᵥ w) j) atTop
        (𝓝 (0 : n → ℂ)) := by
      refine tendsto_pi_nhds.2 fun j => ?_
      have h := (tendsto_pow_atTop_nhds_zero_of_norm_lt_one (hl j)).mul_const ((U⁻¹ *ᵥ w) j)
      rw [zero_mul] at h
      exact h
    have hc : Continuous fun y : n → ℂ => U *ᵥ y :=
      continuous_const.matrix_mulVec continuous_id
    exact ((hc.tendsto' 0 0 (Matrix.mulVec_zero U)).comp hy).congr fun k => (hk k).symm
  have hu := isUnit_of_decay hH hz (transfer_equation hU hm) hd
  exact ⟨hu, green_of_modes hU hm (Matrix.mul_nonsing_inv _ hu)⟩
```

Q: Can I recover the modes from $g$?

A: Yes. If $gV^\dagger u=lu$, apply $(z-H-VgV^\dagger)g=1$ to $V^\dagger u$. The result is $l(z-H)u-l^2Vu=V^\dagger u$, the mode equation.

```lean
/-- Conversely, if `g` inverts `z - H - V g Vᴴ`, every eigenvector of `g Vᴴ` satisfies the mode
equation with its eigenvalue as Bloch factor. -/
theorem mode_of_green {H V g : Matrix n n ℂ} {z l : ℂ} {u : n → ℂ}
    (hg : (z • (1 : Matrix n n ℂ) - H - V * g * Vᴴ) * g = 1)
    (hu : (g * Vᴴ) *ᵥ u = l • u) : ModeEq H V z l u := by
  rw [← Matrix.mulVec_mulVec] at hu
  have h := congrArg (fun M => M *ᵥ (Vᴴ *ᵥ u)) hg
  simp only [← Matrix.mulVec_mulVec, Matrix.sub_mulVec, Matrix.smul_mulVec, Matrix.one_mulVec,
    Matrix.mulVec_smul, hu] at h
  unfold ModeEq
  linear_combination (norm := module) h
```

Q: Is there a lead with singular $V$ that meets all these conditions?

A: A dimerised chain does, with hopping 5 inside the cell and 4 between cells.

```lean
/-- Cell block of a dimerised chain with hopping 5 inside the cell. -/
def chainH : Matrix (Fin 2) (Fin 2) ℂ := !![0, 5; 5, 0]

/-- Coupling of the dimerised chain, with hopping 4 between cells. -/
def chainV : Matrix (Fin 2) (Fin 2) ℂ := !![0, 0; 4, 0]
```

At $z=3i$ its decaying modes are $(1,0)$ with $l=0$ and $(1,-i)$ with $l=-1/2$, written here without normalisation.

```lean
/-- Two modes of the dimerised chain, as columns. -/
def chainU : Matrix (Fin 2) (Fin 2) ℂ := !![1, 1; 0, -Complex.I]
```

The last theorem checks the conditions entry by entry.

```lean
/-- The dimerised chain has a singular coupling and, at energy `3i`, a complete set of decaying
modes with Bloch factors `0` and `-1/2`. -/
theorem surfaceGreen_of_decaying_modes_witness :
    chainH.IsHermitian ∧ chainV.det = 0 ∧ IsUnit chainU.det ∧
    (∀ j, ModeEq chainH chainV (3 * Complex.I) ((![0, -1 / 2] : Fin 2 → ℂ) j)
      (fun i => chainU i j)) ∧
    ∀ j, ‖(![0, -1 / 2] : Fin 2 → ℂ) j‖ < 1 := by
  refine ⟨?_, ?_, ?_, Fin.forall_fin_two.2 ⟨?_, ?_⟩, Fin.forall_fin_two.2 ⟨?_, ?_⟩⟩
  · ext i j
    fin_cases i <;> fin_cases j <;> simp [chainH, Matrix.conjTranspose_apply]
  · simp [chainV, Matrix.det_fin_two]
  · simp [chainU, Matrix.det_fin_two]
  · unfold ModeEq
    ext i
    fin_cases i <;>
      simp [chainH, chainV, chainU]
  · have mv : ∀ (M : Matrix (Fin 2) (Fin 2) ℂ) (v : Fin 2 → ℂ) (i : Fin 2),
        (M *ᵥ v) i = M i 0 * v 0 + M i 1 * v 1 := by
      intro M v i
      simp only [Matrix.mulVec, dotProduct, Fin.sum_univ_two]
    unfold ModeEq
    ext i
    simp only [Pi.smul_apply, Pi.sub_apply, Pi.add_apply, smul_eq_mul, mv,
      Matrix.conjTranspose_apply]
    fin_cases i <;> simp [chainH, chainV, chainU] <;>
      first
        | ring1
        | linear_combination (3 / 2 : ℂ) * Complex.I_sq
  · simp
  · norm_num

end

end LeadModesSurfaceGreen
```

```lean
#print axioms LeadModesSurfaceGreen.no_mode_on_unit_circle
#print axioms LeadModesSurfaceGreen.surfaceGreen_of_decaying_modes
#print axioms LeadModesSurfaceGreen.mode_of_green
```

```
'LeadModesSurfaceGreen.no_mode_on_unit_circle' depends on axioms: [propext, Classical.choice, Quot.sound]
'LeadModesSurfaceGreen.surfaceGreen_of_decaying_modes' depends on axioms: [propext, Classical.choice, Quot.sound]
'LeadModesSurfaceGreen.mode_of_green' depends on axioms: [propext, Classical.choice, Quot.sound]
```

Q: What must I still bring myself?

A: Completeness of the decaying modes is assumed, so a defective $F$, with a Jordan block, falls outside the main theorem. Real energies, reached as $\operatorname{Im}z\to0$, and non-orthogonal orbitals are not treated. That $g$ is the surface block of the half-infinite lead's resolvent is not proved here. Within this non-interacting model, the theorems bear on transport and surface calculations that represent an electrode by a self-energy, which is $VgV^\dagger$ when the adjoining cell couples to the electrode through the same $V$.
